# In a finite real basis, the one-orbital functional is bounded below exactly when no energy level is positive

Take a single basis function, so that an orbital is a number $x$ and the Hamiltonian is multiplication by a number $h$. Consider the energy $(2-x^2)\,h\,x^2$. For $h=-1$ it equals $(x^2-1)^2-1$, which never falls below $-1$. For $h=1$ the sign is reversed: $x=2$ gives $-8$, $x=3$ gives $-63$, and there is no lower limit. The sheet extends this to any finite dimension.

## Orbitals and their energy

Let $V$ be a real inner-product space, $H$ a linear map from $V$ to itself, and $v\in V$ an orbital that need not be normalised. In Lean, $H$ has type `V →ₗ[ℝ] V`, and symmetry and finite dimension (a finite basis set) are assumed only where they are needed.

```lean
import Mathlib

open scoped InnerProductSpace

namespace OneOrbitalMinimization

variable {V : Type*} [NormedAddCommGroup V] [InnerProductSpace ℝ V]
```

The functional is
$$E(v)=(2-\|v\|^2)\,\langle v,Hv\rangle .$$
The factor $2-\|v\|^2$ is the first-order expansion of $1/\|v\|^2$ about $\|v\|^2=1$, so $E$ approximates the Rayleigh quotient without a division. This is the one-orbital case, with a fixed non-interacting Hamiltonian, of the orbital minimization used in linear-scaling electronic structure. Several orbitals, complex orbitals and self-consistency are not treated.

```lean
/-- The one-orbital functional `(2 - ‖v‖²) ⟨v, H v⟩` of an unnormalised orbital `v`. -/
noncomputable def orbitalEnergy (H : V →ₗ[ℝ] V) (v : V) : ℝ :=
  (2 - ‖v‖ ^ 2) * ⟪v, H v⟫_ℝ
```

## (a) Rescaling an orbital

**Task.** For real $t$, show that
$$E(tv)=(2-t^2\|v\|^2)\,t^2\langle v,Hv\rangle .$$

**Solution.** We have $\|tv\|^2=t^2\|v\|^2$, and linearity gives $\langle tv,H(tv)\rangle=t^2\langle v,Hv\rangle$. Insert both into $E$. The Lean proof rewrites with the same two facts, and `ring` collects the factors.

```lean
/-- Along the ray through an orbital `v` the functional is a polynomial of degree at most four in
the scale factor `t`, with the coefficients given here. -/
theorem orbitalEnergy_smul (H : V →ₗ[ℝ] V) (t : ℝ) (v : V) :
    orbitalEnergy H (t • v) = (2 - t ^ 2 * ‖v‖ ^ 2) * (t ^ 2 * ⟪v, H v⟫_ℝ) := by
  unfold orbitalEnergy
  rw [map_smul, real_inner_smul_left, real_inner_smul_right, norm_smul, mul_pow,
    Real.norm_eq_abs, sq_abs]
  ring
```

## (b) Running away along a ray

**Task.** Let $\langle v,Hv\rangle>0$. Show that for every real $C$ there is a $t$ with
$$E(tv)<C .$$

**Solution.** Write $n=\|v\|^2$ and $q=\langle v,Hv\rangle$. Since $q>0$, $v\neq0$ and $n>0$. Put
$$s=\frac3n+\frac{|C|}{q},\qquad t=\sqrt s .$$
Then $sn\ge3$ and $sq>|C|$, so by (a)
$$E(tv)=(2-sn)\,sq\le -sq<-|C|\le C .$$
The two inequalities for $s$ are `h1` and `h2`. The product $(sn-3)\,sq\ge0$ is `h3`, from which `nlinarith` obtains the last line.

```lean
/-- If `⟨v, H v⟩` is positive, rescaling `v` brings the functional below any given value. -/
theorem runaway (H : V →ₗ[ℝ] V) (v : V) (hv : 0 < ⟪v, H v⟫_ℝ) (C : ℝ) :
    ∃ t : ℝ, orbitalEnergy H (t • v) < C := by
  have hv0 : v ≠ 0 := by
    rintro rfl
    simp at hv
  have hn : 0 < ‖v‖ ^ 2 := pow_pos (norm_pos_iff.2 hv0) 2
  -- the squared scale factor is chosen large enough for both factors
  obtain ⟨s, hs⟩ : ∃ s : ℝ, s = 3 / ‖v‖ ^ 2 + |C| / ⟪v, H v⟫_ℝ := ⟨_, rfl⟩
  have hs0 : 0 ≤ s := by rw [hs]; positivity
  have h1 : 3 ≤ s * ‖v‖ ^ 2 := by
    have h : 0 ≤ |C| / ⟪v, H v⟫_ℝ * ‖v‖ ^ 2 := by positivity
    rw [hs, add_mul, div_mul_cancel₀ _ hn.ne']
    linarith
  have h2 : |C| < s * ⟪v, H v⟫_ℝ := by
    have h : 0 < 3 / ‖v‖ ^ 2 * ⟪v, H v⟫_ℝ := by positivity
    rw [hs, add_mul, div_mul_cancel₀ _ hv.ne']
    linarith
  refine ⟨√s, ?_⟩
  rw [orbitalEnergy_smul, Real.sq_sqrt hs0]
  have h3 := mul_nonneg (sub_nonneg.2 h1) (mul_nonneg hs0 hv.le)
  nlinarith [neg_abs_le C]
```

## (c) A floor for the functional

**Task.** Let $e\le0$ and $e\|w\|^2\le\langle w,Hw\rangle\le0$ for all $w$. Show that for every $v$
$$E(v)\ge e .$$

**Solution.** Again let $n=\|v\|^2$. If $n\le2$, the factor $2-n$ is nonnegative, so
$$E(v)\ge(2-n)\,e\,n=e-e(n-1)^2\ge e .$$
If $n\ge2$, both factors of $E(v)$ are nonpositive, so $E(v)\ge0\ge e$. The Lean proof splits into the same cases with `le_total` and gives `nlinarith` the products used here.

```lean
/-- If `e ‖w‖² ≤ ⟨w, H w⟩ ≤ 0` for all orbitals `w`, with `e ≤ 0`, then the functional
never falls below `e`. -/
theorem le_orbitalEnergy (H : V →ₗ[ℝ] V) {e : ℝ} (he : e ≤ 0)
    (hlow : ∀ w : V, e * ‖w‖ ^ 2 ≤ ⟪w, H w⟫_ℝ) (hneg : ∀ w : V, ⟪w, H w⟫_ℝ ≤ 0)
    (v : V) : e ≤ orbitalEnergy H v := by
  unfold orbitalEnergy
  rcases le_total (‖v‖ ^ 2) 2 with h | h
  · nlinarith [mul_le_mul_of_nonneg_left (hlow v) (sub_nonneg.2 h),
      mul_nonneg (neg_nonneg.2 he) (sq_nonneg (‖v‖ ^ 2 - 1))]
  · nlinarith [mul_nonneg (sub_nonneg.2 h) (neg_nonneg.2 (hneg v))]
```

## (d) The criterion for boundedness

**Task.** In finite dimension, show that
$$E\text{ is bounded below}\iff\langle v,Hv\rangle\le0\ \text{ for all }v .$$

**Solution.** If $C$ is a lower bound and some $v$ has $\langle v,Hv\rangle>0$, then (b) contradicts the bound. Conversely, let the form be nonpositive. With the operator norm $\|H\|$, Cauchy–Schwarz gives
$$|\langle w,Hw\rangle|\le\|w\|\,\|Hw\|\le\|H\|\,\|w\|^2 ,$$
so (c) applies with $e=-\|H\|$.

`BddBelow (Set.range (orbitalEnergy H))` says that one number lies below all values of $E$. Symmetry is not used. Finite dimension makes $H$ continuous, and `L` is $H$ regarded as a continuous map.

```lean
/-- The one-orbital functional is bounded below if and only if `⟨v, H v⟩ ≤ 0` for
every orbital `v`. -/
theorem bddBelow_iff_nonpos [FiniteDimensional ℝ V] (H : V →ₗ[ℝ] V) :
    BddBelow (Set.range (orbitalEnergy H)) ↔ ∀ v : V, ⟪v, H v⟫_ℝ ≤ 0 := by
  constructor
  · rintro ⟨C, hC⟩ v
    by_contra h
    obtain ⟨t, ht⟩ := runaway H v (not_le.1 h) C
    exact absurd (hC ⟨t • v, rfl⟩) (not_le_of_gt ht)
  · intro h
    -- the operator norm bounds the quadratic form from below
    let L := LinearMap.toContinuousLinearMap H
    refine ⟨-‖L‖, ?_⟩
    rintro _ ⟨v, rfl⟩
    refine le_orbitalEnergy H (neg_nonpos.2 (norm_nonneg L)) (fun w => ?_) h v
    have h1 : ‖H w‖ ≤ ‖L‖ * ‖w‖ := L.le_opNorm w
    have h2 := abs_real_inner_le_norm w (H w)
    nlinarith [neg_abs_le ⟪w, H w⟫_ℝ, mul_le_mul_of_nonneg_left h1 (norm_nonneg w)]
```

## (e) Expansion in eigenvectors

In this and all later parts $V$ is finite-dimensional.

**Task.** Let $H$ be symmetric with orthonormal eigenbasis $u_i$ and eigenvalues $\varepsilon_i$, and let $c_i=\langle u_i,v\rangle$. Show that
$$\langle v,Hv\rangle=\sum_i\varepsilon_i c_i^2,\qquad \|v\|^2=\sum_i c_i^2 .$$

**Solution.** Inserting the basis gives $\langle v,Hv\rangle=\sum_i\langle v,u_i\rangle\langle u_i,Hv\rangle$. By symmetry $\langle u_i,Hv\rangle=\langle Hu_i,v\rangle=\varepsilon_ic_i$. The second sum follows in the same way without $H$. In Lean, $u_i$ is `hH.eigenvectorBasis rfl i` and $\varepsilon_i$ is `hH.eigenvalues rfl i`.

```lean
/-- In an orthonormal eigenbasis of a symmetric `H`, `⟨v, H v⟩` is the sum of the eigenvalues
weighted by the squared components of `v`, and `‖v‖²` is the sum of these weights. -/
theorem spectral_expansion [FiniteDimensional ℝ V] {H : V →ₗ[ℝ] V}
    (hH : H.IsSymmetric) (v : V) :
    ⟪v, H v⟫_ℝ = ∑ i, hH.eigenvalues rfl i * ⟪hH.eigenvectorBasis rfl i, v⟫_ℝ ^ 2 ∧
    ‖v‖ ^ 2 = ∑ i, ⟪hH.eigenvectorBasis rfl i, v⟫_ℝ ^ 2 := by
  constructor
  · rw [← (hH.eigenvectorBasis rfl).sum_inner_mul_inner v (H v)]
    refine Finset.sum_congr rfl fun i _ => ?_
    have h : H (hH.eigenvectorBasis rfl i) =
        hH.eigenvalues rfl i • hH.eigenvectorBasis rfl i :=
      hH.apply_eigenvectorBasis rfl i
    rw [← hH (hH.eigenvectorBasis rfl i) v, h, real_inner_smul_left,
      real_inner_comm (hH.eigenvectorBasis rfl i) v]
    ring
  · rw [← real_inner_self_eq_norm_sq, ← (hH.eigenvectorBasis rfl).sum_inner_mul_inner v v]
    refine Finset.sum_congr rfl fun i _ => ?_
    rw [real_inner_comm (hH.eigenvectorBasis rfl i) v]
    ring
```

## (f) From energy levels to the quadratic form

**Task.** For symmetric $H$ and real $\mu$, show that
$$\langle v,Hv\rangle\le\mu\|v\|^2\ \text{ for all }v\iff\text{every eigenvalue }\varepsilon\text{ satisfies }\varepsilon\le\mu .$$

**Solution.** For an eigenvector $u$ the left side reads $\varepsilon\|u\|^2\le\mu\|u\|^2$; divide by $\|u\|^2>0$. Conversely, (e) gives $\sum_i\varepsilon_ic_i^2\le\mu\sum_ic_i^2$, term by term.

```lean
/-- For a symmetric `H`, `⟨v, H v⟩ ≤ μ ‖v‖²` holds for all `v` if and only if no eigenvalue
of `H` exceeds `μ`. -/
theorem form_le_iff [FiniteDimensional ℝ V] {H : V →ₗ[ℝ] V}
    (hH : H.IsSymmetric) (μ : ℝ) :
    (∀ v : V, ⟪v, H v⟫_ℝ ≤ μ * ‖v‖ ^ 2) ↔
      ∀ ε : ℝ, Module.End.HasEigenvalue H ε → ε ≤ μ := by
  constructor
  · intro h ε hε
    obtain ⟨u, hu⟩ := hε.exists_hasEigenvector
    have h1 := h u
    rw [hu.apply_eq_smul, real_inner_smul_right, real_inner_self_eq_norm_sq] at h1
    exact le_of_mul_le_mul_right h1 (pow_pos (norm_pos_iff.2 hu.2) 2)
  · intro h v
    rw [(spectral_expansion hH v).1, (spectral_expansion hH v).2, Finset.mul_sum]
    exact Finset.sum_le_sum fun i _ =>
      mul_le_mul_of_nonneg_right (h _ (hH.hasEigenvalue_eigenvalues rfl i)) (sq_nonneg _)
```

## (g) How far to shift

**Task.** For symmetric $H$, find the shifts $\mu$ for which the functional of $H-\mu$ is bounded below. The answer to be shown is
$$\varepsilon\le\mu\ \text{ for every eigenvalue }\varepsilon\text{ of }H .$$

**Solution.** By (d), the condition is $\langle v,Hv\rangle-\mu\|v\|^2\le0$ for all $v$, and (f) translates it into eigenvalues. The shift moves the zero of energy to $\mu$, which may coincide with the highest level. Lean writes the shifted operator as `H - μ • LinearMap.id`.

```lean
/-- For a symmetric `H`, the functional of the shifted operator `H - μ` is bounded below
if and only if every eigenvalue of `H` is at most `μ`. -/
theorem bddBelow_shift_iff [FiniteDimensional ℝ V] {H : V →ₗ[ℝ] V}
    (hH : H.IsSymmetric) (μ : ℝ) :
    BddBelow (Set.range (orbitalEnergy (H - μ • LinearMap.id))) ↔
      ∀ ε : ℝ, Module.End.HasEigenvalue H ε → ε ≤ μ := by
  rw [bddBelow_iff_nonpos, ← form_le_iff hH]
  refine forall_congr' fun v => ?_
  rw [LinearMap.sub_apply, LinearMap.smul_apply, LinearMap.id_apply, inner_sub_right,
    real_inner_smul_right, real_inner_self_eq_norm_sq, sub_nonpos]
```

## (h) The minimum

**Task.** Let $H$ be symmetric with lowest eigenvalue $e$ and no positive eigenvalue. Show that
$$\min_v E(v)=e .$$

**Solution.** For an eigenvector $u$ of $e$, the normalised vector $u/\|u\|$ gives $E=(2-1)\,e=e$. For the lower bound, (e) gives $\langle w,Hw\rangle\ge e\|w\|^2$, (f) with $\mu=0$ gives $\langle w,Hw\rangle\le0$, and (c) finishes.

`IsLeast` contains both halves: $e$ is a value of $E$, and no value is smaller. The minimiser need not be unique or normalised: for $H=0$ every vector is one.

```lean
/-- If no eigenvalue of a symmetric `H` is positive, the minimum of the functional over all
orbitals exists and equals the lowest eigenvalue `e`. -/
theorem isLeast_lowest_eigenvalue [FiniteDimensional ℝ V] {H : V →ₗ[ℝ] V}
    (hH : H.IsSymmetric) {e : ℝ} (he : Module.End.HasEigenvalue H e)
    (hlow : ∀ ε : ℝ, Module.End.HasEigenvalue H ε → e ≤ ε)
    (hneg : ∀ ε : ℝ, Module.End.HasEigenvalue H ε → ε ≤ 0) :
    IsLeast (Set.range (orbitalEnergy H)) e := by
  constructor
  · -- a normalised eigenvector attains the value e
    obtain ⟨u, hu⟩ := he.exists_hasEigenvector
    have h1 : ‖u‖⁻¹ ^ 2 * ‖u‖ ^ 2 = 1 := by
      rw [← mul_pow, inv_mul_cancel₀ (norm_ne_zero_iff.2 hu.2), one_pow]
    have h2 : ‖u‖⁻¹ ^ 2 * (e * ‖u‖ ^ 2) = e := by
      rw [mul_left_comm, h1, mul_one]
    refine ⟨‖u‖⁻¹ • u, ?_⟩
    rw [orbitalEnergy_smul, hu.apply_eq_smul, real_inner_smul_right,
      real_inner_self_eq_norm_sq, h1, h2]
    ring
  · rintro _ ⟨v, rfl⟩
    refine le_orbitalEnergy H (hneg e he) (fun w => ?_) (fun w => ?_) v
    · rw [(spectral_expansion hH w).1, (spectral_expansion hH w).2, Finset.mul_sum]
      exact Finset.sum_le_sum fun i _ =>
        mul_le_mul_of_nonneg_right (hlow _ (hH.hasEigenvalue_eigenvalues rfl i)) (sq_nonneg _)
    · have h := (form_le_iff hH 0).2 hneg w
      rwa [zero_mul] at h

end OneOrbitalMinimization
```

## The shift in a program

For a symmetric matrix $H$ in an orthonormal basis, Gershgorin's theorem supplies a shift for which the functional is bounded below, $\mu=\max_i\bigl(H_{ii}+\sum_{j\ne i}|H_{ij}|\bigr)$. The program subtracts $\mu$ from the diagonal, finds the global minimum of $E$, and adds $\mu$ to it to recover the lowest level of $H$. If $\mu$ equals the highest level, a descent can also stop at a local minimum with $E=0$, at an eigenvector of that level with $\|v\|^2>2$; a slightly larger $\mu$ removes these points. Along any search line $v+td$ the functional is a polynomial in $t$ of degree at most four, so an exact line search only needs the roots of a polynomial of degree at most three.

```lean
#print axioms OneOrbitalMinimization.bddBelow_iff_nonpos
#print axioms OneOrbitalMinimization.bddBelow_shift_iff
#print axioms OneOrbitalMinimization.isLeast_lowest_eigenvalue
```

```
'OneOrbitalMinimization.bddBelow_iff_nonpos' depends on axioms: [propext, Classical.choice, Quot.sound]
'OneOrbitalMinimization.bddBelow_shift_iff' depends on axioms: [propext, Classical.choice, Quot.sound]
'OneOrbitalMinimization.isLeast_lowest_eigenvalue' depends on axioms: [propext, Classical.choice, Quot.sound]
```
